# The virial relation ⟨ψ,Bψ⟩ = E/m for Dirac–Coulomb bound states, from dilation commutators

**Q.** Let me fix notation before I object. In units with $\hbar=c=1$, the Hamiltonian of one electron in the field of a fixed point nucleus is $H=K+mB+V$. Here $K$ is the kinetic term $\boldsymbol\alpha\cdot\mathbf p$, $B$ is the Dirac matrix $\beta$, $m$ is the electron mass and $V$ is the Coulomb potential, proportional to $1/r$. I write $[X,Y]=XY-YX$, and inner products are conjugate-linear in the first slot. What does the dilation generator $D$ look like, and which of its properties do you use?

**A.** In radial form $D=-r\,d/dr$, with no factor of $i$. Both $d/dr$ and $1/r$ scale as an inverse length, and a constant matrix doesn't scale at all, so
$$[D,K]=K,\qquad [D,V]=V,\qquad [D,B]=0 .$$
Apart from a domain condition on the dilated state, which comes later, these three relations are everything the argument needs from $D$, which need not be symmetric. The file states them for elements of an arbitrary ring, so that they can be applied to operators or to matrices.

```lean
import Mathlib

open Matrix

namespace DiracCoulombVirial

/-- The scaling relations `[D,K] = K`, `[D,V] = V`, `[D,B] = 0` of a kinetic term `K`,
a potential `V` and a mass matrix `B` under the dilation generator `D`. -/
structure DilationCovariant {R : Type*} [Ring R] (K V B D : R) : Prop where
  kinetic : D * K - K * D = K
  potential : D * V - V * D = V
  mass : D * B - B * D = 0
```

The Hamiltonian is then the sum you wrote, with a real mass parameter.

```lean
/-- The Dirac Hamiltonian `H = K + m B + V`. -/
def diracH {R : Type*} [Ring R] [Algebra ℂ R] (m : ℝ) (K B V : R) : R :=
  K + (m : ℂ) • B + V
```

**Q.** Show me the physics argument first, without Lean.

**A.** Take a normalised $\psi$ with $H\psi=E\psi$ and $E$ real. The scaling relations give
$$[D,H]=K+V=H-mB .$$
Apply both sides to $\psi$. The left side is $DH\psi-HD\psi=E\,D\psi-HD\psi$, and the right side is $E\psi-mB\psi$. Hence
$$HD\psi=E\,D\psi-E\psi+mB\psi .$$
Now take the inner product with $\psi$:
$$\langle\psi,HD\psi\rangle=E\langle\psi,D\psi\rangle-E+m\langle\psi,B\psi\rangle .$$
If $H$ is symmetric between $\psi$ and $D\psi$, the left side equals $\langle H\psi,D\psi\rangle=E\langle\psi,D\psi\rangle$. The two terms with $D\psi$ cancel, so $m\langle\psi,B\psi\rangle=E$. For $m\neq0$ this is
$$\langle\psi,B\psi\rangle=\frac Em .$$

The first line of that argument is the next theorem. Its proof expands the products and adds the three scaling relations, the last one multiplied by $m$.

```lean
/-- The dilation commutator of the Dirac Hamiltonian is `[D,H] = H - m B`. -/
theorem dilation_commutator {R : Type*} [Ring R] [Algebra ℂ R] {K V B D : R}
    (h : DilationCovariant K V B D) (m : ℝ) :
    D * diracH m K B V - diracH m K B V * D = diracH m K B V - (m : ℂ) • B := by
  unfold diracH
  simp only [mul_add, add_mul, mul_smul_comm, smul_mul_assoc]
  linear_combination (norm := module) h.kinetic + h.potential + (m : ℂ) • h.mass
```

**Q.** You have assumed the scaling relations. Does the Coulomb problem satisfy them, or are they a wish?

**A.** They follow from the canonical relation between $r$ and $d/dr$. Write the radial operators as
$$K=a\,\frac{d}{dr}+\frac kr,\qquad V=\frac gr,$$
where $a$, $k$ and $B$ are constant spin matrices, $k$ also contains the angular-momentum quantum number, and $g$ is the coupling. These operators act on $r$ times the radial wavefunctions. With $d=d/dr$ and $dr-rd=1$ we get
$$[D,d]=-rdd+drd=(dr-rd)\,d=d .$$
For the inverse radius,
$$[D,r^{-1}]=-rd\,r^{-1}+r^{-1}rd=d-rd\,r^{-1}=(dr-rd)\,r^{-1}=r^{-1}.$$
A matrix that commutes with $r$ and $d$ also commutes with $D$, so it can stand in front of either operator without changing the relation. That last remark is a lemma of its own.

```lean
/-- A factor that commutes with `D` does not change the scaling relation `[D,x] = x`. -/
theorem scaling_mul {R : Type*} [Ring R] {D a x : R} (ha : D * a = a * D)
    (hx : D * x - x * D = x) : D * (a * x) - a * x * D = a * x := by
  linear_combination (norm := noncomm_ring) ha * x + a * hx
```

The theorem on the radial operators follows the same steps: `hd` is the first commutator, `hri` is the second, and `ha` and `hk` put the matrices in front.

```lean
/-- The radial Dirac-Coulomb operators `K = a d/dr + k/r`, `V = g/r` and `B` satisfy the
scaling relations with `D = -r d/dr`, for spin matrices `a`, `k`, `B` that commute
with `r` and `d/dr`. -/
theorem radial_dirac_coulomb {R : Type*} [Ring R] [Algebra ℂ R] {r ri d a k B : R} (g : ℂ)
    (hcan : d * r - r * d = 1) (h1 : r * ri = 1) (h2 : ri * r = 1)
    (har : Commute a r) (had : Commute a d) (hkr : Commute k r) (hkd : Commute k d)
    (hBr : Commute B r) (hBd : Commute B d) :
    DilationCovariant (a * d + k * ri) (g • ri) B (-(r * d)) := by
  -- the commutator `[D, d] = d`, from the canonical relation `hcan`
  have hd : -(r * d) * d - d * -(r * d) = d := by
    linear_combination (norm := noncomm_ring) hcan * d
  have hri : -(r * d) * ri - ri * -(r * d) = ri := by
    have e1 : d - r * d * ri = ri := by
      calc d - r * d * ri = d * (r * ri) - r * d * ri := by rw [h1, mul_one]
        _ = (d * r - r * d) * ri := by noncomm_ring
        _ = ri := by rw [hcan, one_mul]
    have e2 : ri * (r * d) = d := by rw [← mul_assoc, h2, one_mul]
    calc -(r * d) * ri - ri * -(r * d) = ri * (r * d) - r * d * ri := by noncomm_ring
      _ = ri := by rw [e2, e1]
  have ha := scaling_mul (har.mul_right had).neg_right.symm.eq hd
  have hk := scaling_mul (hkr.mul_right hkd).neg_right.symm.eq hri
  refine ⟨?_, ?_, ?_⟩
  · rw [mul_add, add_mul, add_sub_add_comm, ha, hk]
  · rw [mul_smul_comm, smul_mul_assoc, ← smul_sub, hri]
  · exact sub_eq_zero.mpr (hBr.mul_right hBd).neg_right.symm.eq
```

Here `ri` is $1/r$, given as a two-sided inverse of `r`. That is appropriate for smooth spinor functions on the open half-line, where $r=0$ is absent. The theorem is purely algebraic: it supplies the scaling relations, but neither the symmetry of $H$ nor a bound state.

**Q.** Then here is my real objection. Coulomb eigenfunctions behave like a fractional power of $r$ at the origin. If I keep applying $1/r$ and $d/dr$, I soon leave the normalisable functions. How can your operators form a ring on a Hilbert space?

**A.** They don't act on the normalisable states. They act on a larger space `W` of wavefunctions with no norm, for instance all smooth two-component functions on the open half-line. The normalisable states form an inner-product space `X`, which need not be complete; take the smooth square-integrable functions. The linear map `J` is then the inclusion of `X` in `W`.

Symmetry is required only on a domain `S` inside `X`. If two states $f$ and $g$ (here $g$ is not the coupling) lie in `S`, and $Hf$ and $Hg$ are represented by normalisable states $f'$ and $g'$, then $\langle f',g\rangle=\langle f,g'\rangle$.

```lean
variable {X W : Type*} [NormedAddCommGroup X] [InnerProductSpace ℂ X]
  [AddCommGroup W] [Module ℂ W]

/-- `H` acts on wavefunctions in `W`, and `J` sends normalisable states to wavefunctions.
`H` is symmetric between those states of the domain `S` that it maps to normalisable ones. -/
def SymmetricOn (J : X →ₗ[ℂ] W) (S : Submodule ℂ X) (H : Module.End ℂ W) : Prop :=
  ∀ f ∈ S, ∀ g ∈ S, ∀ f' g' : X, J f' = H (J f) → J g' = H (J g) →
    inner ℂ f' g = inner ℂ f g'
```

The choice of `S` carries the boundary condition at the origin, since symmetry of a radial Dirac operator amounts to vanishing boundary terms.

**Q.** And what counts as a bound state?

**A.** A normalised $\psi$ in `S` with $H\psi=E\psi$, together with two further normalisable states: `φ`, which represents $D\psi$, and `b`, which represents $B\psi$. The dilated state `φ` must also lie in `S`.

```lean
/-- `ψ` is a normalised eigenstate of `H` with real energy `E`; `φ` and `b` are the
normalisable states `Dψ` and `Bψ`, and `ψ` and `φ` lie in the domain `S`. -/
structure IsBoundState (J : X →ₗ[ℂ] W) (S : Submodule ℂ X) (H D B : Module.End ℂ W)
    (E : ℝ) (ψ φ b : X) : Prop where
  mem : ψ ∈ S
  mem_dilated : φ ∈ S
  dilated : J φ = D (J ψ)
  mass : J b = B (J ψ)
  eigen : H (J ψ) = (E : ℂ) • J ψ
  unit : ‖ψ‖ = 1
```

So $E$ is real by its type, and `unit` is the normalisation. The condition `mem_dilated` is a genuine assumption: it says that an infinitesimal stretch of the orbital respects the same boundary conditions as the orbital itself.

**Q.** You require $D\psi$ to be normalisable, but the symmetry step also needs $HD\psi$ to be normalisable. Where is that assumed?

**A.** It is derived. The formula for $HD\psi$ has only $D\psi$, $\psi$ and $B\psi$ on its right side, and all three are normalisable. The next theorem says exactly this: the combination $E\varphi-E\psi+mb$ is a state in `X` whose image under `J` is $H$ applied to the dilated wavefunction.

```lean
variable {J : X →ₗ[ℂ] W} {S : Submodule ℂ X} {K V B D : Module.End ℂ W}
  {m E : ℝ} {ψ φ b : X}

/-- On a bound state, `H D ψ = E D ψ - E ψ + m B ψ`. -/
theorem hamiltonian_on_dilated (h : DilationCovariant K V B D)
    (hb : IsBoundState J S (diracH m K B V) D B E ψ φ b) :
    J ((E : ℂ) • φ - (E : ℂ) • ψ + (m : ℂ) • b) = diracH m K B V (J φ) := by
  have h1 := LinearMap.congr_fun (dilation_commutator h m) (J ψ)
  simp only [LinearMap.sub_apply, Module.End.mul_apply, LinearMap.smul_apply] at h1
  rw [hb.eigen, map_smul, ← hb.dilated, ← hb.mass] at h1
  simp only [map_add, map_sub, map_smul]
  linear_combination (norm := module) h1
```

The proof evaluates the commutator identity at `J ψ`, inserts the eigenvalue equation and the two representatives, and rearranges.

**Q.** So the main theorem should now be short.

**A.** It is. The step `hs` applies symmetry to $\psi$ and $\varphi$, and `hself` is $\langle\psi,\psi\rangle=1$. Expanding the inner products gives the equation in which $E\langle\psi,\varphi\rangle$ stands on both sides. The final `linear_combination` cancels it, after the claim has been multiplied through by $m$.

```lean
/-- Dirac-Coulomb virial relation: a normalised bound state has `⟨ψ, B ψ⟩ = E / m`. -/
theorem virial (h : DilationCovariant K V B D) (hH : SymmetricOn J S (diracH m K B V))
    (hm : m ≠ 0) (hb : IsBoundState J S (diracH m K B V) D B E ψ φ b) :
    inner ℂ ψ b = ((E / m : ℝ) : ℂ) := by
  -- symmetry of `H` between `ψ` and its dilation
  have hs := hH ψ hb.mem φ hb.mem_dilated ((E : ℂ) • ψ) _
    (by rw [map_smul, hb.eigen]) (hamiltonian_on_dilated h hb)
  have hself : inner ℂ ψ ψ = (1 : ℂ) := by
    rw [inner_self_eq_norm_sq_to_K, hb.unit]
    simp
  simp only [inner_smul_left, inner_add_right, inner_sub_right, inner_smul_right,
    Complex.conj_ofReal, hself] at hs
  have hmC : (m : ℂ) ≠ 0 := Complex.ofReal_ne_zero.mpr hm
  rw [Complex.ofReal_div, eq_div_iff hmC]
  linear_combination -hs
```

The statement is an equality of complex numbers, so it also says that the expectation value is real. The mass may be any nonzero real number; the physical case is $m>0$.

**Q.** Give me numbers. I want to see an actual Coulomb orbital pass through this.

**A.** Take $m=1$, $V=-0.6/r$ and the ground-state symmetry, with
$$a=\begin{pmatrix}0&-1\\1&0\end{pmatrix},\qquad k=\begin{pmatrix}0&-1\\-1&0\end{pmatrix},\qquad B=\begin{pmatrix}1&0\\0&-1\end{pmatrix}.$$
For radial components $G$ and $F$ the eigenvalue equations are
$$\Big(1-\frac{0.6}r\Big)G-F'-\frac Fr=EG,\qquad G'-\frac Gr-\Big(1+\frac{0.6}r\Big)F=EF .$$
Try $G=N r^{0.8}e^{-\lambda r}$ and $F=cG$, with $N$ fixed by normalisation. The $1/r$ terms of the first equation give $-0.6-1.8c=0$, so $c=-1/3$. Those of the second give $-0.2-0.6c=0$, which agrees. The remaining terms are
$$1-\frac\lambda3=E,\qquad \lambda=\frac{1+E}3,$$
with solution $E=0.8$ and $\lambda=0.6$.

The normalised state has weight $1/(1+c^2)=0.9$ in the upper component and $0.1$ in the lower one. Therefore $\langle\psi,B\psi\rangle=0.9-0.1=0.8=E/m$.

The dilated state is $D\psi=(0.6\,r-0.8)\psi$, which is again normalisable. With the factor $r$ included, both functions vanish like $r^{0.8}$ at the origin, and they decay exponentially, so there are no boundary terms and the span of $\psi$ and $D\psi$ serves as `S`. This orbital was worked out with a pencil and does not appear in the file.

**Q.** The weights suggest a bound on the energy. Does the relation give one?

**A.** Yes, once we know that $B\psi$ has unit norm. For the Dirac matrix this holds because $\beta$ is Hermitian and $\beta^2=1$; the theorem takes it as the hypothesis `hn`. The Cauchy–Schwarz inequality then gives
$$\frac{|E|}{|m|}=|\langle\psi,B\psi\rangle|\le\|\psi\|\,\|B\psi\|=1 .$$

```lean
/-- If `B ψ` has unit norm, the bound-state energy satisfies `|E| ≤ |m|`. -/
theorem energy_in_gap (h : DilationCovariant K V B D)
    (hH : SymmetricOn J S (diracH m K B V)) (hm : m ≠ 0)
    (hb : IsBoundState J S (diracH m K B V) D B E ψ φ b) (hn : ‖b‖ = 1) : |E| ≤ |m| := by
  have hc := norm_inner_le_norm (𝕜 := ℂ) ψ b
  rw [virial h hH hm hb, Complex.norm_real, Real.norm_eq_abs, abs_div, hb.unit, hn,
    mul_one, div_le_one (abs_pos.mpr hm)] at hc
  exact hc
```

The name mentions the gap, but the endpoints are allowed. At the upper endpoint $E=m$ the state is restricted further, since
$$\|\psi-B\psi\|^2=1-2\,\mathrm{Re}\langle\psi,B\psi\rangle+1=0,$$
and hence $B\psi=\psi$. In the usual representation, such a state has no lower component.

```lean
/-- If `B ψ` has unit norm and the energy is `E = m`, then `B ψ = ψ`. -/
theorem threshold_state (h : DilationCovariant K V B D)
    (hH : SymmetricOn J S (diracH m K B V)) (hm : m ≠ 0)
    (hb : IsBoundState J S (diracH m K B V) D B m ψ φ b) (hn : ‖b‖ = 1) : b = ψ := by
  have hv := virial h hH hm hb
  rw [div_self hm] at hv
  have hd := norm_sub_sq (𝕜 := ℂ) ψ b
  rw [hv, hb.unit, hn] at hd
  have hz : ‖ψ - b‖ ^ 2 = 0 := by
    rw [hd]
    norm_num
  exact (sub_eq_zero.mp (norm_eq_zero.mp (pow_eq_zero_iff two_ne_zero |>.mp hz))).symm
```

This doesn't say that a threshold state exists, only what it must look like.

**Q.** Textbooks would put everything on one space and call $H$ symmetric. Do you have that version?

**A.** It is a corollary: take `W` equal to `X`, `J` the identity and `S` the whole space. The states $D\psi$ and $B\psi$ are then available automatically.

```lean
/-- The virial relation `⟨ψ, B ψ⟩ = E / m` when all operators act on one inner-product
space and `H` is symmetric there. -/
theorem virial_common_domain {K V B D : Module.End ℂ X} (h : DilationCovariant K V B D)
    (hH : (diracH m K B V).IsSymmetric) (hm : m ≠ 0)
    (hE : diracH m K B V ψ = (E : ℂ) • ψ) (hn : ‖ψ‖ = 1) :
    inner ℂ ψ (B ψ) = ((E / m : ℝ) : ℂ) := by
  have hS : SymmetricOn LinearMap.id ⊤ (diracH m K B V) := by
    intro f _ g _ f' g' hf hg
    simp only [LinearMap.id_apply] at hf hg
    rw [hf, hg]
    exact hH f g
  exact virial (φ := D ψ) h hS hm
    ⟨Submodule.mem_top, Submodule.mem_top, rfl, rfl, hE, hn⟩
```

For Coulomb orbitals the earlier version is the one to use, for the reason you raised about repeated powers of $1/r$.

**Q.** Can the hypotheses of this one-space version be met at all, other than by zero operators?

**A.** Yes, by $2\times2$ matrices. The last theorem lists $K$, $V$, $B$ and $D$, and verifies the three scaling relations entry by entry. At $m=1$ their sum is $H=\mathrm{diag}(1,-1)$, which is Hermitian, and $(0,1)$ is an eigenvector with $E=-1$. Multiplying out, $B(0,1)^{T}=(-2,-1)^{T}$, whose inner product with $(0,1)^T$ is $-1=E/m$.

These matrices are no model of an atom: $K$, $V$ and $B$ are not Hermitian separately. For $K$ and $V$ this is forced in finite dimension. From $[D,K]=K$ one gets $[D,K^2]=2K^2$, so $K^2$ has zero trace, and a Hermitian $K$ would have to vanish; the same holds for $V$.

**Q.** What should I take from this for recoil, and where does it stop?

**A.** Expectation values of $\beta$ occur when relativistic recoil corrections are evaluated with Dirac–Coulomb states, and this relation replaces one such integral by the energy, for a single electron in a fixed point-nucleus field. It also offers a check on a numerically computed orbital of that kind, provided that $E$ includes the rest energy; in units where $c\neq1$ the ratio is $E/(mc^2)$. The recoil operators and the Breit interaction are not modelled, and no recoil shift is derived. An extended nucleus or a screened potential brings in a length scale, so $[D,V]=V$ fails and the relation in this form does not apply.

```lean
/-- Explicit two-dimensional matrices that satisfy the scaling relations, with a Hermitian
`H` at `m = 1` and the eigenvector `(0,1)` of energy `-1`. -/
theorem virial_common_domain_witness :
    let K : Matrix (Fin 2) (Fin 2) ℂ := !![0, 3; 0, 0]
    let V : Matrix (Fin 2) (Fin 2) ℂ := !![0, -1; 0, 0]
    let B : Matrix (Fin 2) (Fin 2) ℂ := !![1, -2; 0, -1]
    let D : Matrix (Fin 2) (Fin 2) ℂ := !![1, -1; 0, 0]
    DilationCovariant K V B D ∧ (diracH 1 K B V).IsHermitian ∧
      diracH 1 K B V *ᵥ ![0, 1] = (-1 : ℂ) • ![0, 1] := by
  intro K V B D
  have hH : diracH 1 K B V = !![1, 0; 0, -1] := by
    ext i j
    fin_cases i <;> fin_cases j <;> simp [diracH, K, B, V]
    norm_num
  refine ⟨⟨?_, ?_, ?_⟩, ?_, ?_⟩
  · ext i j
    fin_cases i <;> fin_cases j <;> simp [K, D]
  · ext i j
    fin_cases i <;> fin_cases j <;> simp [V, D]
  · ext i j
    fin_cases i <;> fin_cases j <;>
      simp [B, D]
    norm_num
  · rw [hH]
    ext i j
    fin_cases i <;> fin_cases j <;> simp [Matrix.conjTranspose_apply]
  · rw [hH]
    ext i
    fin_cases i <;> simp [Matrix.mulVec, dotProduct, Fin.sum_univ_succ]

end DiracCoulombVirial
```

```lean
#print axioms DiracCoulombVirial.virial
-- 'DiracCoulombVirial.virial' depends on axioms: [propext, Classical.choice, Quot.sound]
#print axioms DiracCoulombVirial.energy_in_gap
-- 'DiracCoulombVirial.energy_in_gap' depends on axioms: [propext, Classical.choice, Quot.sound]
#print axioms DiracCoulombVirial.threshold_state
-- 'DiracCoulombVirial.threshold_state' depends on axioms: [propext, Classical.choice, Quot.sound]
#print axioms DiracCoulombVirial.virial_common_domain
-- 'DiracCoulombVirial.virial_common_domain' depends on axioms: [propext, Classical.choice, Quot.sound]
```
